# The sign of U − c selects integer or uniform valence in a model of independent sites

When N electrons share M equivalent sites in a simple model of a mixed-valence solid, whether they settle as whole charges or as equal fractions is decided here among all real occupations between 0 and 1, not just between two chosen charge patterns. Each site i has an occupation nᵢ, and only the total is fixed.

```lean
import Mathlib

open Finset

namespace HubbardValenceTransition

noncomputable section
```

In Lean the occupations form a function `n : Fin M → ℝ`, and `Admissible N n` states the bounds and the electron count. Since `N` is a natural number, the total charge is an integer even where the site charges are not.

```lean
/-- Site occupations between 0 and 1 that hold `N` electrons in total. -/
def Admissible {M : ℕ} (N : ℕ) (n : Fin M → ℝ) : Prop :=
  (∀ i, 0 ≤ n i ∧ n i ≤ 1) ∧ ∑ i, n i = (N : ℝ)
```

The energy is

E(n) = ∑ᵢ (U − c)/2 · nᵢ(1 − nᵢ).

The constant c is the curvature of the semilocal energy as a function of one site's occupation; a positive c is the convex bending associated with self-interaction error. The constant U is the strength of the Hubbard correction in its simplified rotationally invariant form. With one localised spin-orbital per site, as assumed here, it adds U/2 · nᵢ(1 − nᵢ) for each site. Both may be any real numbers. Energies linear in nᵢ are left out: on equivalent sites they add up to a constant at fixed N.

```lean
/-- Energy of the occupations `n`: the Hubbard correction of strength `U` together with the
semilocal curvature `c`, each site contributing `(U - c) n (1 - n) / 2`. -/
def energy {M : ℕ} (U c : ℝ) (n : Fin M → ℝ) : ℝ :=
  ∑ i, (U - c) / 2 * (n i * (1 - n i))
```

A ground state is an admissible configuration whose energy is no higher than that of any other admissible one. This is a global minimum, and several configurations may share it.

```lean
/-- A ground state: admissible occupations whose energy is minimal among all admissible ones. -/
def IsGround {M : ℕ} (U c : ℝ) (N : ℕ) (n : Fin M → ℝ) : Prop :=
  Admissible N n ∧ ∀ m : Fin M → ℝ, Admissible N m → energy U c n ≤ energy U c m
```

Two kinds of configuration are compared. For a set s of sites, χₛ denotes the occupations that are 1 on s and 0 elsewhere (`integerValence s`). The uniform configuration n̄ has the value ν = N/M on every site (`uniform M N`).

```lean
/-- The integer-valence configuration: sites in `s` are filled, all others are empty. -/
def integerValence {M : ℕ} (s : Finset (Fin M)) : Fin M → ℝ :=
  fun i => if i ∈ s then 1 else 0

/-- The uniform configuration, with occupation `N / M` on each of `M > 0` sites. -/
def uniform (M N : ℕ) : Fin M → ℝ :=
  fun _ => (N : ℝ) / M
```

The step from this model to a real solid is the assumption that the energy separates into identical quadratic site terms. Hybridisation, intersite repulsion and lattice relaxation would all bring in further terms, which may raise or lower the energy.

## (a) Filling N sites

Show that if s contains N sites, χₛ is admissible:

0 ≤ χₛ(i) ≤ 1 for every i, and ∑ᵢ χₛ(i) = N.

**Solution.** Each value is 0 or 1, so the bounds hold. The sum counts the sites in s, of which there are N. In Lean, `split_ifs` separates filled from empty sites, and `simp` evaluates the sum as the size of `s`.

```lean
/-- Filling `N` sites completely gives admissible occupations for `N` electrons. -/
theorem integerValence_admissible {M N : ℕ} (s : Finset (Fin M)) (hs : s.card = N) :
    Admissible N (integerValence s) := by
  subst hs
  refine ⟨fun i => ?_, by simp [integerValence]⟩
  unfold integerValence
  split_ifs <;> norm_num
```

## (b) The energy of whole charges

Show that, for any set s of sites,

E(χₛ) = 0.

**Solution.** On a filled site the factor 1 − nᵢ vanishes, and on an empty site the factor nᵢ does. Every term is therefore zero, whatever U and c are. The Lean proof makes the same case distinction inside the sum.

```lean
/-- Every integer-valence configuration has zero energy. -/
theorem energy_integerValence {M : ℕ} (U c : ℝ) (s : Finset (Fin M)) :
    energy U c (integerValence s) = 0 := by
  unfold energy integerValence
  refine Finset.sum_eq_zero fun i _ => ?_
  split_ifs <;> simp
```

## (c) Spreading the charge evenly

Show that for N ≤ M the uniform configuration is admissible:

0 ≤ N/M ≤ 1, and ∑ᵢ N/M = N.

**Solution.** For M > 0 the bounds follow from 0 ≤ N ≤ M, and M equal terms N/M add up to N. If M = 0, then N = 0 as well, and the empty sum is 0. Lean separates these two cases only when it evaluates the sum.

```lean
/-- The uniform configuration is admissible when there are at most as many electrons as sites. -/
theorem uniform_admissible {M N : ℕ} (h : N ≤ M) : Admissible N (uniform M N) := by
  have h' : (N : ℝ) ≤ M := by exact_mod_cast h
  refine ⟨fun i => ⟨?_, ?_⟩, ?_⟩
  · unfold uniform
    positivity
  · exact div_le_one_of_le₀ h' (Nat.cast_nonneg M)
  · rcases Nat.eq_zero_or_pos M with rfl | hM
    · have h0 : N = 0 := by omega
      simp [h0]
    · have hM' : (M : ℝ) ≠ 0 := by exact_mod_cast hM.ne'
      simp only [uniform, sum_const, card_univ, Fintype.card_fin, nsmul_eq_mul]
      field_simp
```

## (d) The energy of equal fractions

Show that

E(n̄) = (U − c) · N(M − N)/(2M).

**Solution.** All M terms are equal, so

E(n̄) = M · (U − c)/2 · (N/M) · (1 − N/M)

= (U − c)/2 · N(M − N)/M,

which is the claim. Lean also admits M = 0, where the left side is an empty sum and the right side is zero by the convention that division by zero gives zero. Otherwise `field_simp` clears the denominators.

```lean
/-- The uniform configuration has energy `(U - c) N (M - N) / (2 M)`. -/
theorem energy_uniform (M N : ℕ) (U c : ℝ) :
    energy U c (uniform M N) = (U - c) * (N * (M - N) / (2 * M)) := by
  rcases Nat.eq_zero_or_pos M with rfl | hM
  · simp [energy]
  · have hM' : (M : ℝ) ≠ 0 := by exact_mod_cast hM.ne'
    simp only [energy, uniform, sum_const, card_univ, Fintype.card_fin, nsmul_eq_mul]
    field_simp
```

## (e) Deviations from the mean

Show that every admissible n satisfies

E(n) = E(n̄) + (c − U)/2 · ∑ᵢ (nᵢ − N/M)².

**Solution.** Take M > 0; with no sites, all the sums are empty. Write nᵢ = ν + dᵢ. Then

nᵢ(1 − nᵢ) = ν(1 − ν) + (1 − 2ν)dᵢ − dᵢ².

The electron count gives

∑ᵢ dᵢ = N − Mν = 0,

so the linear term drops out of the sum. Multiplying by (U − c)/2 and summing leaves E(n̄) and the quadratic term.

In the proof, `hz` is the vanishing sum of deviations and `hlin` the vanishing linear term. The expansion on each site is checked by `ring`.

```lean
/-- At fixed electron number, the energy differs from that of the uniform configuration by
`(c - U) / 2` times the summed squared deviations from the mean occupation. -/
theorem energy_eq_uniform_add {M N : ℕ} (U c : ℝ) {n : Fin M → ℝ} (hn : Admissible N n) :
    energy U c n =
      energy U c (uniform M N) + (c - U) / 2 * ∑ i, (n i - (N : ℝ) / M) ^ 2 := by
  rcases Nat.eq_zero_or_pos M with rfl | hM
  · simp [energy]
  have hM' : (M : ℝ) ≠ 0 := by exact_mod_cast hM.ne'
  have hmean : (M : ℝ) * ((N : ℝ) / M) = N := by field_simp
  -- the deviations from the mean add up to zero
  have hz : ∑ i, (n i - (N : ℝ) / M) = 0 := by
    rw [sum_sub_distrib, hn.2]
    simp only [sum_const, card_univ, Fintype.card_fin, nsmul_eq_mul]
    rw [hmean, sub_self]
  have hlin : ∑ i, (U - c) / 2 * (1 - 2 * ((N : ℝ) / M)) * (n i - (N : ℝ) / M) = 0 := by
    rw [← mul_sum, hz, mul_zero]
  calc energy U c n
      = ∑ i, ((U - c) / 2 * ((N : ℝ) / M * (1 - (N : ℝ) / M))
          + (c - U) / 2 * (n i - (N : ℝ) / M) ^ 2
          + (U - c) / 2 * (1 - 2 * ((N : ℝ) / M)) * (n i - (N : ℝ) / M)) := by
        unfold energy
        exact sum_congr rfl fun i _ => by ring
    _ = _ := by
        rw [sum_add_distrib, sum_add_distrib, hlin, add_zero, mul_sum]
        rfl
```

## (f) Ground states for U > c

Let U > c. Show that

n is a ground state ⇔ n = χₛ for some s with N sites,

and that every ground state has E(n) = 0.

**Solution.** For admissible n, every site term is nonnegative, so E(n) ≥ 0. By (b), each χₛ reaches this bound, and by (a) it is admissible when s has N sites. It is then a ground state.

Conversely, let n be a ground state. Since N = ∑ᵢ nᵢ ≤ M, some set t of N sites exists, and comparison with χₜ gives E(n) ≤ 0. Hence E(n) = 0. A sum of nonnegative terms vanishes only if each term does, so

nᵢ(1 − nᵢ) = 0 for every i.

Each nᵢ is therefore 0 or 1. Let s be the set of sites with nᵢ = 1; the electron count says that it has N members.

The Lean statement joins the equivalence and the energy by `∧`. In its proof, `hterm` gives the nonnegative terms, `hzero` the comparison with χₜ, and `h01` the restriction to 0 and 1.

```lean
/-- For `U > c` the ground states are exactly the configurations with `N` filled sites and all
other sites empty, and every ground state has zero energy. -/
theorem isGround_iff_integerValence {M N : ℕ} {U c : ℝ} (h : c < U) (n : Fin M → ℝ) :
    (IsGround U c N n ↔ ∃ s : Finset (Fin M), s.card = N ∧ n = integerValence s) ∧
      (IsGround U c N n → energy U c n = 0) := by
  have hUc : 0 < (U - c) / 2 := by linarith
  have hterm : ∀ m : Fin M → ℝ, Admissible N m →
      ∀ i ∈ univ, 0 ≤ (U - c) / 2 * (m i * (1 - m i)) := fun m hm i _ =>
    mul_nonneg hUc.le (mul_nonneg (hm.1 i).1 (sub_nonneg.2 (hm.1 i).2))
  -- comparison with one integer configuration shows that a ground state has energy zero
  have hzero : IsGround U c N n → energy U c n = 0 := by
    intro hg
    have hNM : (N : ℝ) ≤ M := by
      rw [← hg.1.2]
      calc ∑ i, n i ≤ ∑ _i : Fin M, (1 : ℝ) := sum_le_sum fun i _ => (hg.1.1 i).2
        _ = M := by simp
    have hcard : N ≤ (univ : Finset (Fin M)).card := by
      rw [card_univ, Fintype.card_fin]
      exact_mod_cast hNM
    obtain ⟨t, -, ht⟩ := exists_subset_card_eq hcard
    have hle := hg.2 _ (integerValence_admissible t ht)
    rw [energy_integerValence] at hle
    exact le_antisymm hle (sum_nonneg (hterm n hg.1))
  refine ⟨⟨fun hg => ?_, ?_⟩, hzero⟩
  · -- each site term vanishes, so each site is empty or filled
    have h01 : ∀ i, n i = 0 ∨ n i = 1 := by
      intro i
      have hi := (sum_eq_zero_iff_of_nonneg (hterm n hg.1)).1 (hzero hg) i (mem_univ i)
      rcases mul_eq_zero.1 ((mul_eq_zero.1 hi).resolve_left hUc.ne') with h0 | h1
      · exact Or.inl h0
      · exact Or.inr (by linarith)
    obtain ⟨s, hs⟩ : ∃ s : Finset (Fin M), n = integerValence s := by
      refine ⟨univ.filter fun i => n i = 1, funext fun i => ?_⟩
      rcases h01 i with hi | hi <;> simp [integerValence, hi]
    have hsum := (integerValence_admissible s rfl).2
    rw [← hs, hg.1.2] at hsum
    exact ⟨s, by exact_mod_cast hsum.symm, hs⟩
  · rintro ⟨s, hs, rfl⟩
    refine ⟨integerValence_admissible s hs, fun m hm => ?_⟩
    rw [energy_integerValence]
    exact sum_nonneg (hterm m hm)
```

## (g) Counting the ground states

For U > c, show that

number of ground states = M!/(N!(M − N)!) when N ≤ M, and 0 when N > M.

**Solution.** By (f), each ground state comes from a set of N sites. Different sets give different occupations, because s can be read off as the sites where χₛ is 1. The number is therefore that of the N-element subsets of M sites. For N > M there are none.

Lean writes the count as `M.choose N`. The proof shows that `integerValence` is injective (`hinj`), identifies the ground states with the image of the N-element subsets (`hset`), and counts those subsets.

```lean
/-- For `U > c` the number of ground states is the binomial coefficient `M` choose `N`. -/
theorem ncard_ground {M N : ℕ} {U c : ℝ} (h : c < U) :
    {n : Fin M → ℝ | IsGround U c N n}.ncard = M.choose N := by
  have hinj : Function.Injective (integerValence (M := M)) := by
    intro s t hst
    ext i
    have hi := congrFun hst i
    simp only [integerValence] at hi
    by_cases hs : i ∈ s <;> by_cases ht : i ∈ t <;> simp [hs, ht] at hi ⊢
  have hset : {n : Fin M → ℝ | IsGround U c N n} =
      integerValence '' (↑(powersetCard N (univ : Finset (Fin M))) : Set (Finset (Fin M))) := by
    ext n
    simp only [Set.mem_ofPred_eq, (isGround_iff_integerValence h n).1, Set.mem_image,
      mem_coe, mem_powersetCard_univ]
    constructor
    · rintro ⟨s, hs, rfl⟩
      exact ⟨s, hs, rfl⟩
    · rintro ⟨s, hs, rfl⟩
      exact ⟨s, hs, rfl⟩
  rw [hset, Set.ncard_image_of_injective _ hinj, Set.ncard_coe_finset, card_powersetCard,
    card_univ, Fintype.card_fin]
```

## (h) The ground state for U < c

Let U < c and 0 < N < M. Show that n̄ is the only ground state and that

E(n̄) = −(c − U) N(M − N)/(2M) < 0.

**Solution.** By (c), n̄ is admissible. In (e) the coefficient (c − U)/2 is now positive, so E(n) ≥ E(n̄) for every admissible n, and n̄ is a ground state. Equality requires

∑ᵢ (nᵢ − N/M)² = 0,

hence nᵢ = N/M on every site. The energy is that of (d) with the sign taken out, and it is negative because c − U, N and M − N are all positive. At N = 0 or N = M the energy would be zero.

The three parts of the Lean statement are the equivalence, the energy formula and its sign. In the proof, `hS` is the vanishing sum of squares, from which each site's occupation follows.

```lean
/-- For `U < c` and `0 < N < M` the uniform configuration is the only ground state, and its
energy `-(c - U) N (M - N) / (2 M)` is negative. -/
theorem isGround_iff_uniform {M N : ℕ} {U c : ℝ} (h : U < c) (hN : 0 < N) (hNM : N < M) :
    (∀ n : Fin M → ℝ, IsGround U c N n ↔ n = uniform M N) ∧
      energy U c (uniform M N) = -((c - U) * N * (M - N) / (2 * M)) ∧
      energy U c (uniform M N) < 0 := by
  have hcU : 0 < (c - U) / 2 := by linarith
  refine ⟨fun n => ⟨fun hg => ?_, ?_⟩, ?_, ?_⟩
  · -- any deviation from the mean would cost energy
    have h1 := hg.2 _ (uniform_admissible hNM.le)
    have h2 := energy_eq_uniform_add U c hg.1
    have hS : ∑ i, (n i - (N : ℝ) / M) ^ 2 = 0 := by
      refine le_antisymm ?_ (sum_nonneg fun i _ => sq_nonneg _)
      by_contra hpos
      have := mul_pos hcU (not_le.1 hpos)
      linarith
    funext i
    have hi := (sum_eq_zero_iff_of_nonneg fun i _ => sq_nonneg (n i - (N : ℝ) / M)).1 hS i
      (mem_univ i)
    exact sub_eq_zero.1 (pow_eq_zero_iff two_ne_zero |>.1 hi)
  · rintro rfl
    refine ⟨uniform_admissible hNM.le, fun m hm => ?_⟩
    have h2 := energy_eq_uniform_add U c hm
    have h3 := mul_nonneg hcU.le
      (sum_nonneg fun i (_ : i ∈ univ) => sq_nonneg (m i - (N : ℝ) / M))
    linarith
  · rw [energy_uniform]
    ring
  · have hN' : (0 : ℝ) < N := by exact_mod_cast hN
    have hd : (0 : ℝ) < M - N := sub_pos.2 (by exact_mod_cast hNM)
    have hM' : (0 : ℝ) < M := by linarith
    rw [energy_uniform]
    exact mul_neg_of_neg_of_pos (by linarith) (div_pos (mul_pos hN' hd) (by linarith))
```

## (i) The crossover

Let 0 < N < M and let s contain N sites. Show that

χₛ is a ground state ⇔ c ≤ U,

n̄ is a ground state ⇔ U ≤ c.

**Solution.** There are three cases.

- If U < c, then n̄ is the ground state by (h). Its energy is negative while E(χₛ) = 0, so χₛ is not one.
- If U > c, then χₛ is a ground state by (f). Ground states have zero energy, but (d) gives E(n̄) > 0, so n̄ is not one.
- If U = c, the energy vanishes for all occupations, and both configurations are ground states.

Lean proves the four implications separately. The flat case U = c is `hflat`, and `eq_or_lt` splits each weak inequality into equality and strict inequality.

```lean
/-- For `0 < N < M`, a configuration with `N` filled sites and the rest empty is a ground state
exactly when `c ≤ U`, and the uniform configuration is one exactly when `U ≤ c`. -/
theorem valence_crossover {M N : ℕ} (U c : ℝ) (hN : 0 < N) (hNM : N < M)
    (s : Finset (Fin M)) (hs : s.card = N) :
    (IsGround U c N (integerValence s) ↔ c ≤ U) ∧
      (IsGround U c N (uniform M N) ↔ U ≤ c) := by
  -- at U = c the energy vanishes identically
  have hflat : ∀ m : Fin M → ℝ, energy c c m = 0 := fun m => by simp [energy]
  refine ⟨⟨fun hg => ?_, fun h => ?_⟩, ⟨fun hg => ?_, fun h => ?_⟩⟩
  · by_contra hlt
    have h1 := hg.2 _ (uniform_admissible hNM.le)
    rw [energy_integerValence] at h1
    exact absurd (isGround_iff_uniform (not_le.1 hlt) hN hNM).2.2 (not_lt_of_ge h1)
  · rcases h.eq_or_lt with rfl | hlt
    · exact ⟨integerValence_admissible s hs, fun m _ => by rw [hflat, hflat]⟩
    · exact (isGround_iff_integerValence hlt _).1.2 ⟨s, hs, rfl⟩
  · by_contra hlt
    have h0 := (isGround_iff_integerValence (not_le.1 hlt) _).2 hg
    have hN' : (0 : ℝ) < N := by exact_mod_cast hN
    have hd : (0 : ℝ) < M - N := sub_pos.2 (by exact_mod_cast hNM)
    have hM' : (0 : ℝ) < M := by linarith
    have hpos : 0 < (U - c) * ((N : ℝ) * (M - N) / (2 * M)) :=
      mul_pos (sub_pos.2 (not_le.1 hlt)) (div_pos (mul_pos hN' hd) (by linarith))
    rw [energy_uniform] at h0
    exact hpos.ne' h0
  · rcases h.eq_or_lt with rfl | hlt
    · exact ⟨uniform_admissible hNM.le, fun m _ => by simp [energy]⟩
    · exact ((isGround_iff_uniform hlt hN hNM).1 _).2 rfl

end

end HubbardValenceTransition
```

```lean
#print axioms HubbardValenceTransition.energy_integerValence
#print axioms HubbardValenceTransition.ncard_ground
#print axioms HubbardValenceTransition.valence_crossover
```

```
'HubbardValenceTransition.energy_integerValence' depends on axioms: [propext, Classical.choice, Quot.sound]
'HubbardValenceTransition.ncard_ground' depends on axioms: [propext, Classical.choice, Quot.sound]
'HubbardValenceTransition.valence_crossover' depends on axioms: [propext, Classical.choice, Quot.sound]
```

## Two sites sharing one electron

The smallest case with 0 < N < M is M = 2, N = 1. The occupations are x and 1 − x with 0 ≤ x ≤ 1, and

E = (U − c) x(1 − x).

For U > c this parabola is lowest at its two ends, where the electron sits on one site or the other. For U < c it is lowest at x = 1/2, with energy −(c − U)/4. At U = c it is flat.

For DFT+U calculations of charge order, this model of identical, uncoupled sites shows how the choice of U can by itself switch the preferred valence pattern. If U exactly cancels the curvature, the site terms express no preference, and the pattern is left to the couplings that the model omits.
